# The around-mean-field Hubbard potential as the derivative of its energy

For a real $d\times d$ occupation matrix $n$ with $d\ge 1$, set $v(n)=\operatorname{Tr}n/d$, $\delta n=n-v(n)\mathbb 1$, $E(n)=-\tfrac U2\operatorname{Tr}(\delta n\,\delta n)$ and $V(n)=-U\,\delta n$, where the real number $U$ is the on-site Coulomb (Hubbard) parameter. With a potential paired with a change $h$ of occupations through $\operatorname{Tr}(Vh)=\sum_{ij}V_{ij}h_{ji}$, the derivative of $E(n+th)$ at $t=0$ is $\operatorname{Tr}(V(n)h)$. The energy $E$ is a simplified one-parameter form of the around-mean-field (AMF) correction in DFT+U, whose general version also has an exchange parameter $J$, orbital-dependent interactions and explicit spin.

```lean
import Mathlib

open Matrix

namespace AMFDoubleCounting

noncomputable section

variable {ι : Type*} [Fintype ι] [DecidableEq ι]

/-- Mean orbital occupation `v(n) = Tr n / d`, with `d` the number of orbitals. -/
def meanOcc (n : Matrix ι ι ℝ) : ℝ := n.trace / (Fintype.card ι : ℝ)

/-- Fluctuation of the occupation matrix around the mean field, `δn = n - v(n) 1`. -/
def fluct (n : Matrix ι ι ℝ) : Matrix ι ι ℝ := n - meanOcc n • (1 : Matrix ι ι ℝ)

/-- AMF Hubbard energy `E(n) = -(U/2) Tr((n - v(n))²)`. -/
def amfEnergy (U : ℝ) (n : Matrix ι ι ℝ) : ℝ := -(U / 2) * (fluct n * fluct n).trace

/-- AMF potential `V(n) = -U (n - v(n))`. -/
def amfPotential (U : ℝ) (n : Matrix ι ι ℝ) : Matrix ι ι ℝ := (-U) • fluct n

/-- The fluctuation around the mean occupation is traceless. -/
theorem trace_fluct [Nonempty ι] (n : Matrix ι ι ℝ) : (fluct n).trace = 0 := by
  have hd : (Fintype.card ι : ℝ) ≠ 0 := Nat.cast_ne_zero.mpr Fintype.card_ne_zero
  unfold fluct meanOcc
  rw [Matrix.trace_sub, Matrix.trace_smul, Matrix.trace_one, smul_eq_mul, div_eq_mul_inv,
    mul_assoc, inv_mul_cancel₀ hd, mul_one, sub_self]

/-- The fluctuation is linear in the occupation matrix: `δ(n + t h) = δn + t δh`. -/
theorem fluct_add_smul (n h : Matrix ι ι ℝ) (t : ℝ) :
    fluct (n + t • h) = fluct n + t • fluct h := by
  have hv : meanOcc (n + t • h) = meanOcc n + t * meanOcc h := by
    unfold meanOcc
    rw [Matrix.trace_add, Matrix.trace_smul, smul_eq_mul]
    ring
  unfold fluct
  rw [hv, add_smul, mul_smul, smul_sub]
  module

/-- The mean of `h` drops out when paired with a fluctuation: `Tr(δn δh) = Tr(δn h)`. -/
theorem trace_fluct_mul_fluct [Nonempty ι] (n h : Matrix ι ι ℝ) :
    (fluct n * fluct h).trace = (fluct n * h).trace := by
  have e : fluct n * fluct h = fluct n * h - meanOcc h • fluct n := by
    rw [show fluct h = h - meanOcc h • (1 : Matrix ι ι ℝ) from rfl, Matrix.mul_sub,
      Matrix.mul_smul, Matrix.mul_one]
  -- the extra term is `v(h) Tr δn = 0`
  rw [e, Matrix.trace_sub, Matrix.trace_smul, trace_fluct, smul_zero, sub_zero]

/-- Exact expansion along a line: `E(n + t h) = E(n) + t Tr(V(n) h) + t² E(h)`. -/
theorem amfEnergy_expansion [Nonempty ι] (U : ℝ) (n h : Matrix ι ι ℝ) (t : ℝ) :
    amfEnergy U (n + t • h)
      = amfEnergy U n + t * (amfPotential U n * h).trace + t ^ 2 * amfEnergy U h := by
  unfold amfEnergy amfPotential
  rw [fluct_add_smul]
  -- cyclicity makes the two cross terms equal
  have hs : (fluct h * fluct n).trace = (fluct n * fluct h).trace := Matrix.trace_mul_comm _ _
  simp only [Matrix.add_mul, Matrix.mul_add, Matrix.smul_mul, Matrix.mul_smul,
    Matrix.trace_add, Matrix.trace_smul, smul_eq_mul]
  rw [hs, trace_fluct_mul_fluct n h]
  ring

/-- The derivative at `t = 0` of the AMF energy `E(n + t h)` is `Tr(V(n) h)` with
`V(n) = -U (n - v(n))`, and `V(n)` is traceless. -/
theorem amf_potential_derivative [Nonempty ι] (U : ℝ) (n h : Matrix ι ι ℝ) :
    HasDerivAt (fun t : ℝ => amfEnergy U (n + t • h)) (amfPotential U n * h).trace 0 ∧
      (amfPotential U n).trace = 0 := by
  constructor
  · have e : (fun t : ℝ => amfEnergy U (n + t • h)) = fun t : ℝ =>
        amfEnergy U n + t * (amfPotential U n * h).trace + t ^ 2 * amfEnergy U h :=
      funext fun t => amfEnergy_expansion U n h t
    rw [e]
    -- differentiate the quadratic polynomial in `t`
    have h1 : HasDerivAt (fun t : ℝ => t * (amfPotential U n * h).trace)
        (1 * (amfPotential U n * h).trace) 0 :=
      (hasDerivAt_id' (0 : ℝ)).mul_const _
    have h2 : HasDerivAt (fun t : ℝ => t ^ 2 * amfEnergy U h) 0 0 :=
      ((hasDerivAt_pow 2 (0 : ℝ)).mul_const (amfEnergy U h)).congr_deriv (by simp)
    exact ((h1.const_add (amfEnergy U n)).fun_add h2).congr_deriv (by ring)
  · unfold amfPotential
    rw [Matrix.trace_smul, trace_fluct, smul_zero]

omit [DecidableEq ι] in
/-- For a real matrix, `Tr(A Aᵀ)` is nonnegative and vanishes only for `A = 0`. -/
theorem trace_mul_transpose (A : Matrix ι ι ℝ) :
    0 ≤ (A * Aᵀ).trace ∧ ((A * Aᵀ).trace = 0 → A = 0) := by
  have e : (A * Aᵀ).trace = ∑ i, ∑ j, A i j * A i j := by
    simp [Matrix.trace, Matrix.mul_apply]
  have hrow : ∀ i ∈ (Finset.univ : Finset ι), 0 ≤ ∑ j, A i j * A i j :=
    fun i _ => Finset.sum_nonneg fun j _ => mul_self_nonneg _
  rw [e]
  refine ⟨Finset.sum_nonneg hrow, fun h0 => ?_⟩
  ext i j
  have hi : ∑ j, A i j * A i j = 0 :=
    (Finset.sum_eq_zero_iff_of_nonneg hrow).mp h0 i (Finset.mem_univ i)
  have hent : ∀ j ∈ (Finset.univ : Finset ι), 0 ≤ A i j * A i j :=
    fun j _ => mul_self_nonneg _
  have hij : A i j * A i j = 0 :=
    (Finset.sum_eq_zero_iff_of_nonneg hent).mp hi j (Finset.mem_univ j)
  exact mul_self_eq_zero.mp hij

/-- If `Tr(W h)` is the derivative at `t = 0` of `E(n + t h)` for every direction `h`,
then `W` is the AMF potential `V(n)`. -/
theorem amfPotential_unique [Nonempty ι] (U : ℝ) (n W : Matrix ι ι ℝ)
    (hW : ∀ h : Matrix ι ι ℝ,
      HasDerivAt (fun t : ℝ => amfEnergy U (n + t • h)) (W * h).trace 0) :
    W = amfPotential U n := by
  have key : ∀ h : Matrix ι ι ℝ, ((W - amfPotential U n) * h).trace = 0 := by
    intro h
    rw [Matrix.sub_mul, Matrix.trace_sub,
      (hW h).unique (amf_potential_derivative U n h).1, sub_self]
  -- test with the direction `(W - V)ᵀ`
  exact sub_eq_zero.mp ((trace_mul_transpose _).2 (key _))

/-- Closed form of the AMF energy: `E(n) = -(U/2) (Tr n² - (Tr n)² / d)`. -/
theorem amfEnergy_closed_form [Nonempty ι] (U : ℝ) (n : Matrix ι ι ℝ) :
    amfEnergy U n = -(U / 2) * ((n * n).trace - n.trace ^ 2 / (Fintype.card ι : ℝ)) := by
  unfold amfEnergy
  rw [trace_fluct_mul_fluct n n]
  unfold fluct meanOcc
  rw [Matrix.sub_mul, Matrix.smul_mul, Matrix.one_mul, Matrix.trace_sub, Matrix.trace_smul,
    smul_eq_mul]
  ring

/-- A uniform change `n → n + c 1` of the occupation matrix leaves the AMF energy and
the AMF potential unchanged. -/
theorem amf_uniform_shift [Nonempty ι] (U c : ℝ) (n : Matrix ι ι ℝ) :
    amfEnergy U (n + c • (1 : Matrix ι ι ℝ)) = amfEnergy U n ∧
      amfPotential U (n + c • (1 : Matrix ι ι ℝ)) = amfPotential U n := by
  have hd : (Fintype.card ι : ℝ) ≠ 0 := Nat.cast_ne_zero.mpr Fintype.card_ne_zero
  have h1 : fluct (1 : Matrix ι ι ℝ) = 0 := by
    unfold fluct meanOcc
    rw [Matrix.trace_one, div_self hd, one_smul, sub_self]
  have hf : fluct (n + c • (1 : Matrix ι ι ℝ)) = fluct n := by
    rw [fluct_add_smul, h1, smul_zero, add_zero]
  constructor
  · unfold amfEnergy
    rw [hf]
  · unfold amfPotential
    rw [hf]

/-- For a symmetric occupation matrix and `U > 0` the AMF energy is nonpositive, and it
vanishes exactly when `n = v(n) 1`. -/
theorem amfEnergy_nonpos (U : ℝ) (hU : 0 < U) (n : Matrix ι ι ℝ) (hn : n.IsSymm) :
    amfEnergy U n ≤ 0 ∧ (amfEnergy U n = 0 ↔ n = meanOcc n • (1 : Matrix ι ι ℝ)) := by
  have hn' : nᵀ = n := hn
  have hs : (fluct n)ᵀ = fluct n := by
    unfold fluct
    rw [Matrix.transpose_sub, Matrix.transpose_smul, Matrix.transpose_one, hn']
  -- for symmetric `δn`, `Tr(δn δn)` is a sum of squares
  obtain ⟨h0, h1⟩ := trace_mul_transpose (fluct n)
  rw [hs] at h0 h1
  unfold amfEnergy
  refine ⟨by nlinarith [mul_nonneg hU.le h0], ?_⟩
  constructor
  · intro hE
    have hz : (fluct n * fluct n).trace = 0 :=
      (mul_eq_zero.mp hE).resolve_left (by intro hu; linarith)
    have hf : n - meanOcc n • (1 : Matrix ι ι ℝ) = 0 := h1 hz
    exact sub_eq_zero.mp hf
  · intro hm
    have hf : fluct n = 0 := sub_eq_zero.mpr hm
    rw [hf]
    simp

end

end AMFDoubleCounting
```
```lean
#print axioms AMFDoubleCounting.amf_potential_derivative
-- 'AMFDoubleCounting.amf_potential_derivative' depends on axioms: [propext, Classical.choice, Quot.sound]
#print axioms AMFDoubleCounting.amfPotential_unique
-- 'AMFDoubleCounting.amfPotential_unique' depends on axioms: [propext, Classical.choice, Quot.sound]
#print axioms AMFDoubleCounting.amf_uniform_shift
-- 'AMFDoubleCounting.amf_uniform_shift' depends on axioms: [propext, Classical.choice, Quot.sound]
#print axioms AMFDoubleCounting.amfEnergy_nonpos
-- 'AMFDoubleCounting.amfEnergy_nonpos' depends on axioms: [propext, Classical.choice, Quot.sound]
```

## What the statements say

The orbitals are the elements of the finite type `ι`, $d$ is `Fintype.card ι`, and `Nonempty ι` is $d\ge1$. The definitions `meanOcc`, `fluct`, `amfEnergy` and `amfPotential` are $v$, $\delta n$, $E$ and $V$. The index set may be read as the orbitals of one spin channel or as all spin-orbitals of a shell; the mean is taken over whatever `ι` contains. Matrices are real, so complex Hermitian occupations are not covered, and $E$ is a definition, not derived from an interacting Hamiltonian.

The main theorem `amf_potential_derivative` holds for every real $U$ and arbitrary real matrices $n$ and $h$, with no symmetry and no bounds on eigenvalues. It states that $t\mapsto E(n+th)$ is differentiable at $t=0$ with
$$\frac{d}{dt}E(n+th)\Big|_{t=0}=\operatorname{Tr}\big(V(n)\,h\big),\qquad \operatorname{Tr}V(n)=0 .$$
Because of the index order in the pairing, $V_{ij}$ is the derivative with respect to $n_{ji}$.

Four further theorems describe $E$ and $V$. By `amfPotential_unique`, a matrix $W$ with $\operatorname{Tr}(Wh)$ equal to this derivative for every $h$ is $V(n)$. By `amfEnergy_closed_form`, $E(n)=-\tfrac U2\big(\operatorname{Tr}n^2-(\operatorname{Tr}n)^2/d\big)$. By `amf_uniform_shift`, $E$ and $V$ are unchanged under $n\to n+c\mathbb 1$. By `amfEnergy_nonpos`, for $U>0$ and `n.IsSymm`, $E(n)\le0$, with equality exactly when $n=v(n)\mathbb 1$.

## The physics

In this single-$U$ model, $V(n)$ is the matrix that a DFT+U calculation would add on the correlated orbitals; the passage through projectors to a Kohn–Sham operator is physical reading and is not among the theorems. For diagonal $n$ the entry $V_{ii}=-U(n_{ii}-v)$ lowers, when $U>0$, the orbitals filled above the mean and raises those below it, and tracelessness says that these shifts add up to zero. Energy and potential both vanish when $n=v(n)\mathbb 1$, that is, when all orbitals are equally filled and the off-diagonal entries are zero.

The extra hypotheses matter. A real occupation matrix of a physical state is always symmetric, but the sign of $E$ does rest on this: the matrix $n=\begin{pmatrix}0&1\\-1&0\end{pmatrix}$, which belongs to no state, has $v=0$ and $n^2=-\mathbb 1$, so $E=U>0$. At $U=0$ the energy vanishes for every $n$, so for $d\ge2$ the equality case fails. If uniqueness were tested only with symmetric $h$, any antisymmetric matrix $A$ could be added to $W$, since $\operatorname{Tr}(Ah)=0$ for such pairs.

## Derivation by hand

First, $\operatorname{Tr}\delta n=\operatorname{Tr}n-\dfrac{\operatorname{Tr}n}{d}\,d=0$, which uses $d\ne0$. Second, the trace is linear, so $v(n+th)=v(n)+t\,v(h)$ and $\delta(n+th)=\delta n+t\,\delta h$. Third, the mean of $h$ drops out against a fluctuation:
$$\operatorname{Tr}(\delta n\,\delta h)=\operatorname{Tr}(\delta n\,h)-v(h)\operatorname{Tr}\delta n=\operatorname{Tr}(\delta n\,h).$$
Expanding the square, and using $\operatorname{Tr}(\delta h\,\delta n)=\operatorname{Tr}(\delta n\,\delta h)$ to merge the cross terms,
$$E(n+th)=-\tfrac U2\Big[\operatorname{Tr}\delta n^2+2t\operatorname{Tr}(\delta n\,h)+t^2\operatorname{Tr}\delta h^2\Big]=E(n)+t\operatorname{Tr}\big(V(n)h\big)+t^2E(h).$$
This is a quadratic polynomial in $t$, and its derivative at $0$ is the linear coefficient. Also $\operatorname{Tr}V=-U\operatorname{Tr}\delta n=0$. The dependence of $v$ on $n$ thus contributes nothing to the potential.

For uniqueness, two derivatives of one function agree, so $\operatorname{Tr}\big((W-V)h\big)=0$ for all $h$. Choosing $h=(W-V)^{T}$ gives $\sum_{ij}(W-V)_{ij}^2=0$, hence $W=V$. The third step with $h=n$ gives $\operatorname{Tr}\delta n^2=\operatorname{Tr}(\delta n\,n)=\operatorname{Tr}n^2-v\operatorname{Tr}n$, the closed form. Since $v(\mathbb 1)=1$, we have $\delta\mathbb 1=0$, so $\delta(n+c\mathbb 1)=\delta n$, and both $E$ and $V$ depend on $n$ only through $\delta n$. For symmetric $n$ the matrix $\delta n$ is symmetric, so $\operatorname{Tr}\delta n^2=\operatorname{Tr}(\delta n\,\delta n^{T})=\sum_{ij}\delta n_{ij}^2\ge0$; with $U>0$ this gives $E\le0$, and $E=0$ holds precisely when $\delta n=0$.

## How the Lean proof follows it

The lemmas `trace_fluct`, `fluct_add_smul` and `trace_fluct_mul_fluct` are the first three steps. In `trace_fluct` the cancellation of $d$ is `inv_mul_cancel₀ hd`, and in `trace_fluct_mul_fluct` the identity `e` isolates the term $v(h)\,\delta n$ whose trace vanishes. In `amfEnergy_expansion`, `hs` is cyclicity through `Matrix.trace_mul_comm`, the `simp only` call multiplies out the square, and `ring` collects powers of $t$.

The main theorem replaces the function by this polynomial. Then `h1` differentiates the linear term, `h2` shows that the $t^2$ term has derivative $0$ at the origin, and the constant $E(n)$ is added by `const_add`. The second half is `trace_fluct` multiplied by $-U$.

The lemma `trace_mul_transpose` writes $\operatorname{Tr}(AA^{T})$ as a double sum of squares and uses `Finset.sum_eq_zero_iff_of_nonneg` once for rows and once for entries. In `amfPotential_unique`, `(hW h).unique` equates the two derivatives, and `key _` is instantiated at the transpose of $W-V$. The shift theorem proves `h1`, $\delta\mathbb 1=0$, and feeds it to `fluct_add_smul`. In `amfEnergy_nonpos`, `hs` is the symmetry of $\delta n$, which turns the sum-of-squares lemma into a statement about $\operatorname{Tr}(\delta n\,\delta n)$; `nlinarith` fixes the sign, and `mul_eq_zero` with $U\neq0$ settles the equality case.
